# Kramers partners in Hψ = εSψ when H and S commute with time reversal

In a non-magnetic molecule with spin-orbit coupling and ultrasoft pseudopotentials, the orbitals are two-component spinors solving Hψ = εSψ, where H couples the spin components and the overlap S is not the identity. I expect every level to be at least doubly degenerate when H and S both respect time reversal, with the partner orthogonal in the S-metric. Which block structure does this symmetry demand, does the ultrasoft form have it, and can this be proved and machine-checked in a finite basis?

## Time reversal on spinor coefficients

Write a spinor as ψ = (u, d), with up and down coefficient vectors in ℂⁿ. Let conj be entrywise conjugation and ⟨φ, χ⟩ = Σ conj(φ)χ. Define

Θ(u, d) = (conj d, −conj u).

Then Θ²(u, d) = Θ(conj d, −conj u) = (−u, −d), and Θ(cψ) = conj(c) Θψ for complex c. For φ = (u, d) and χ = (u′, d′),

⟨Θφ, Θχ⟩ = Σ d conj(d′) + Σ u conj(u′) = ⟨χ, φ⟩.

For a matrix M with n×n spin blocks M_uu, M_ud, M_du, M_dd,

MΘψ = (M_uu conj d − M_ud conj u, M_du conj d − M_dd conj u)

ΘMψ = (conj M_dd conj d + conj M_du conj u, −conj M_ud conj d − conj M_uu conj u).

The lower rows agree for all u, d exactly when M_dd = conj M_uu and M_du = −conj M_ud; the upper rows give the conjugates of the same two conditions.

In an orthonormal basis of real functions, take the ultrasoft operators in the form T + βDβ† and 1 + βQβ†, with T the kinetic plus local part, D and Q coefficient matrices on m projector channels per spin, and β = diag(b, conj b) for an n×m matrix b. If R (standing for D or Q) is invariant, with upper blocks r₁, r₂, then

βRβ† = [[b r₁ b†, b r₂ bᵀ], [−conj b conj r₂ b†, conj b conj r₁ bᵀ]],

which obeys both conditions. These survive addition, so invariant T, D, Q give invariant operators.

## The partner state

For S Hermitian and invariant, set x = ⟨ψ, SΘψ⟩. Then

x = ⟨Sψ, Θψ⟩ = ⟨Θ²ψ, ΘSψ⟩ = −⟨ψ, SΘψ⟩ = −x,

so x = 0. Now let H be Hermitian, S positive definite, ψ ≠ 0 and Hψ = εSψ. Then

ε⟨ψ, Sψ⟩ = ⟨ψ, Hψ⟩ = ⟨Hψ, ψ⟩ = conj(ε)⟨ψ, Sψ⟩,

and ⟨ψ, Sψ⟩ > 0 makes ε real. With H and S invariant,

HΘψ = ΘHψ = conj(ε) ΘSψ = εSΘψ

⟨Θψ, SΘψ⟩ = ⟨Θψ, ΘSψ⟩ = ⟨Sψ, ψ⟩ = ⟨ψ, Sψ⟩,

so Θψ ≠ 0. If sψ + tΘψ = 0 for complex s, t, applying ⟨ψ, S·⟩ leaves s⟨ψ, Sψ⟩ = 0, hence s = 0 and then t = 0.

```lean
import Mathlib

open Matrix ComplexConjugate
open scoped ComplexOrder

namespace UltrasoftTimeReversal

noncomputable section

variable {n m : Type*}

/-- Time reversal of a spinor with up part `u` and down part `d`:
`Θ(u, d) = (conj d, -conj u)`. -/
def timeRev (ψ : n ⊕ n → ℂ) : n ⊕ n → ℂ :=
  Sum.elim (fun i => conj (ψ (Sum.inr i))) (fun i => -conj (ψ (Sum.inl i)))

/-- Entrywise complex conjugate of a matrix. -/
def conjM (M : Matrix n m ℂ) : Matrix n m ℂ := M.map (starRingEnd ℂ)

/-- An operator on spinors is time-reversal invariant if it commutes with `Θ`. -/
def TRInvariant [Fintype n] (M : Matrix (n ⊕ n) (n ⊕ n) ℂ) : Prop :=
  ∀ ψ, M *ᵥ timeRev ψ = timeRev (M *ᵥ ψ)

/-- Time reversal squares to minus one. -/
theorem timeRev_timeRev (ψ : n ⊕ n → ℂ) : timeRev (timeRev ψ) = -ψ := by
  funext x
  rcases x with i | i <;> simp [timeRev]

/-- Time reversal conjugates scalar factors. -/
theorem timeRev_smul (c : ℂ) (ψ : n ⊕ n → ℂ) :
    timeRev (c • ψ) = conj c • timeRev ψ := by
  funext x
  rcases x with i | i <;> simp [timeRev]

variable [Fintype n] [Fintype m]

/-- Time reversal swaps the slots of the inner product: `⟨Θφ, Θψ⟩ = ⟨ψ, φ⟩`. -/
theorem timeRev_dot (φ ψ : n ⊕ n → ℂ) :
    star (timeRev φ) ⬝ᵥ timeRev ψ = star ψ ⬝ᵥ φ := by
  simp [timeRev, dotProduct, Fintype.sum_sum_type, mul_comm, add_comm]

/-- For a Hermitian operator `S` commuting with `Θ`, every spinor satisfies
`⟨ψ, S Θψ⟩ = 0`. -/
theorem partner_orthogonal {S : Matrix (n ⊕ n) (n ⊕ n) ℂ} (hS : S.IsHermitian)
    (hT : TRInvariant S) (ψ : n ⊕ n → ℂ) : star ψ ⬝ᵥ S *ᵥ timeRev ψ = 0 := by
  have h1 : star ψ ⬝ᵥ S *ᵥ timeRev ψ = star (S *ᵥ ψ) ⬝ᵥ timeRev ψ := by
    rw [star_mulVec, hS.eq, dotProduct_mulVec]
  -- antiunitarity and `Θ² = -1` show that the matrix element equals its negative
  have h2 := timeRev_dot (timeRev ψ) (S *ᵥ ψ)
  rw [timeRev_timeRev, star_neg, neg_dotProduct, ← hT ψ, ← h1] at h2
  linear_combination (-1 / 2 : ℂ) * h2

/-- An eigenvalue of `H ψ = ε S ψ` with `H` Hermitian and `S` positive definite is real. -/
theorem eigenvalue_real {H S : Matrix m m ℂ} (hH : H.IsHermitian) (hS : S.PosDef)
    {ψ : m → ℂ} {ε : ℂ} (hψ : ψ ≠ 0) (h : H *ᵥ ψ = ε • S *ᵥ ψ) : conj ε = ε := by
  have hSh : S.IsHermitian := hS.1
  have ha : star ψ ⬝ᵥ S *ᵥ ψ ≠ 0 := (hS.dotProduct_mulVec_pos hψ).ne'
  have hS' : star ψ ⬝ᵥ S *ᵥ ψ = star (S *ᵥ ψ) ⬝ᵥ ψ := by
    rw [star_mulVec, hSh.eq, dotProduct_mulVec]
  have hH' : star ψ ⬝ᵥ H *ᵥ ψ = star (H *ᵥ ψ) ⬝ᵥ ψ := by
    rw [star_mulVec, hH.eq, dotProduct_mulVec]
  rw [h, dotProduct_smul, star_smul, smul_dotProduct, ← hS', smul_eq_mul, smul_eq_mul] at hH'
  exact (mul_right_cancel₀ ha hH').symm

/-- Let Hermitian `H` and positive definite `S` commute with `Θ`, and `H ψ = ε S ψ` with
`ψ ≠ 0`. Then `Θψ` solves the same equation with the same `ε`, is `S`-orthogonal to `ψ`,
has the same `S`-norm, and is linearly independent of `ψ`. -/
theorem kramers_partner {H S : Matrix (n ⊕ n) (n ⊕ n) ℂ} (hH : H.IsHermitian)
    (hS : S.PosDef) (hTH : TRInvariant H) (hTS : TRInvariant S)
    {ψ : n ⊕ n → ℂ} {ε : ℂ} (hψ : ψ ≠ 0) (h : H *ᵥ ψ = ε • S *ᵥ ψ) :
    H *ᵥ timeRev ψ = ε • S *ᵥ timeRev ψ ∧
    star ψ ⬝ᵥ S *ᵥ timeRev ψ = 0 ∧
    star (timeRev ψ) ⬝ᵥ S *ᵥ timeRev ψ = star ψ ⬝ᵥ S *ᵥ ψ ∧
    LinearIndependent ℂ ![ψ, timeRev ψ] := by
  have hSh : S.IsHermitian := hS.1
  have ha : star ψ ⬝ᵥ S *ᵥ ψ ≠ 0 := (hS.dotProduct_mulVec_pos hψ).ne'
  have horth := partner_orthogonal hSh hTS ψ
  have hnorm : star (timeRev ψ) ⬝ᵥ S *ᵥ timeRev ψ = star ψ ⬝ᵥ S *ᵥ ψ := by
    rw [hTS ψ, timeRev_dot, star_mulVec, hSh.eq, dotProduct_mulVec]
  refine ⟨?_, horth, hnorm, ?_⟩
  · -- `Θ` passes through `H` and `S` and conjugates the real eigenvalue
    rw [hTH ψ, hTS ψ, h, timeRev_smul, eigenvalue_real hH hS hψ h]
  · have hne : timeRev ψ ≠ 0 := by
      intro h0
      apply ha
      rw [← hnorm, h0]
      simp
    rw [LinearIndependent.pair_iff]
    intro s t hst
    -- project the vanishing combination on `ψ` in the `S`-metric
    have h1 : star ψ ⬝ᵥ S *ᵥ (s • ψ + t • timeRev ψ) = 0 := by
      rw [hst]
      simp
    rw [mulVec_add, mulVec_smul, mulVec_smul, dotProduct_add, dotProduct_smul,
      dotProduct_smul, horth, smul_zero, add_zero, smul_eq_mul] at h1
    have hs : s = 0 := (mul_eq_zero.mp h1).resolve_right ha
    rw [hs, zero_smul, zero_add] at hst
    exact ⟨hs, (smul_eq_zero.mp hst).resolve_right hne⟩

variable [DecidableEq n] [DecidableEq m]

/-- A spin-block matrix `[[A, B], [C, D]]` commutes with `Θ` if and only if
`D = conj A` and `C = -conj B`. -/
theorem trInvariant_iff (A B C D : Matrix n n ℂ) :
    TRInvariant (fromBlocks A B C D) ↔ D = conjM A ∧ C = -conjM B := by
  constructor
  · intro h
    constructor
    · -- test on a spin-up basis spinor
      ext i j
      have h1 := congrFun (h (Sum.elim (fun x => if x = j then 1 else 0) 0)) (Sum.inr i)
      simpa [conjM, timeRev, mulVec, dotProduct, Fintype.sum_sum_type,
        apply_ite (starRingEnd ℂ)] using h1
    · -- test on a spin-down basis spinor
      ext i j
      have h1 := congrFun (h (Sum.elim 0 (fun x => if x = j then 1 else 0))) (Sum.inr i)
      simpa [conjM, timeRev, mulVec, dotProduct, Fintype.sum_sum_type,
        apply_ite (starRingEnd ℂ)] using h1
  · rintro ⟨rfl, rfl⟩ ψ
    funext x
    rcases x with i | i <;>
      (simp [conjM, timeRev, mulVec, dotProduct, Fintype.sum_sum_type]; try ring)

/-- Spinor projector matrix with up block `b` and down block `conj b`. -/
def projectors (b : Matrix n m ℂ) : Matrix (n ⊕ n) (m ⊕ m) ℂ :=
  fromBlocks b 0 0 (conjM b)

/-- With projectors `β = diag(b, conj b)` and `T`, `D`, `Q` commuting with `Θ`, the ultrasoft
Hamiltonian `T + β D β†` and overlap `1 + β Q β†` commute with `Θ`. -/
theorem ultrasoft_trInvariant (b : Matrix n m ℂ) {T : Matrix (n ⊕ n) (n ⊕ n) ℂ}
    {D Q : Matrix (m ⊕ m) (m ⊕ m) ℂ} (hT : TRInvariant T) (hD : TRInvariant D)
    (hQ : TRInvariant Q) :
    TRInvariant (T + projectors b * D * (projectors b)ᴴ) ∧
    TRInvariant (1 + projectors b * Q * (projectors b)ᴴ) := by
  have key : ∀ (K : Matrix (n ⊕ n) (n ⊕ n) ℂ) (R : Matrix (m ⊕ m) (m ⊕ m) ℂ),
      TRInvariant K → TRInvariant R →
      TRInvariant (K + projectors b * R * (projectors b)ᴴ) := by
    intro K R hK hR
    obtain ⟨k₁, k₂, k₃, k₄, rfl⟩ : ∃ k₁ k₂ k₃ k₄, K = fromBlocks k₁ k₂ k₃ k₄ :=
      ⟨_, _, _, _, (fromBlocks_toBlocks K).symm⟩
    obtain ⟨r₁, r₂, r₃, r₄, rfl⟩ : ∃ r₁ r₂ r₃ r₄, R = fromBlocks r₁ r₂ r₃ r₄ :=
      ⟨_, _, _, _, (fromBlocks_toBlocks R).symm⟩
    obtain ⟨rfl, rfl⟩ := (trInvariant_iff _ _ _ _).mp hK
    obtain ⟨rfl, rfl⟩ := (trInvariant_iff _ _ _ _).mp hR
    -- multiply out the blocks and apply the block criterion
    rw [projectors, fromBlocks_conjTranspose, fromBlocks_multiply, fromBlocks_multiply,
      fromBlocks_add, trInvariant_iff]
    constructor <;> ext i j <;> (simp [conjM, Matrix.mul_apply]; try ring)
  exact ⟨key T D hT hD, key 1 Q (fun ψ => by simp) hQ⟩

/-- A two-orbital Hamiltonian with purely imaginary spin-flip blocks. -/
def modelH : Matrix (Fin 2 ⊕ Fin 2) (Fin 2 ⊕ Fin 2) ℂ :=
  fromBlocks 0 !![0, Complex.I; -Complex.I, 0] !![0, Complex.I; -Complex.I, 0] 0

/-- The two-orbital overlap `diag(4, 1, 4, 1)`. -/
def modelS : Matrix (Fin 2 ⊕ Fin 2) (Fin 2 ⊕ Fin 2) ℂ :=
  fromBlocks (diagonal ![4, 1]) 0 0 (diagonal ![4, 1])

/-- The spinor with up part `(1, 0)` and down part `(0, -2i)`. -/
def modelPsi : Fin 2 ⊕ Fin 2 → ℂ := Sum.elim ![1, 0] ![0, -2 * Complex.I]

/-- The model Hamiltonian is Hermitian, the model overlap is positive definite, both commute
with `Θ`, and the nonzero model spinor solves `H ψ = (1/2) S ψ`. -/
theorem kramers_partner_witness :
    modelH.IsHermitian ∧ modelS.PosDef ∧ TRInvariant modelH ∧ TRInvariant modelS ∧
    modelPsi ≠ 0 ∧ modelH *ᵥ modelPsi = (1 / 2 : ℂ) • modelS *ᵥ modelPsi := by
  refine ⟨?_, ?_, ?_, ?_, ?_, ?_⟩
  · ext x y
    rcases x with i | i <;> rcases y with j | j <;> fin_cases i <;> fin_cases j <;>
      simp [modelH, conjTranspose_apply]
  · rw [modelS, fromBlocks_diagonal, posDef_diagonal_iff]
    intro x
    rcases x with i | i <;> fin_cases i <;> simp
  · rw [modelH, trInvariant_iff]
    constructor <;> ext i j <;> fin_cases i <;> fin_cases j <;> simp [conjM]
  · rw [modelS, trInvariant_iff]
    constructor <;> ext i j <;> fin_cases i <;> fin_cases j <;> simp [conjM, map_ofNat]
  · intro h
    have h1 := congrFun h (Sum.inl 0)
    simp [modelPsi] at h1
  · funext x
    rcases x with i | i <;> fin_cases i <;>
      (simp [modelH, modelS, modelPsi, mulVec, dotProduct, Fintype.sum_sum_type,
        Fin.sum_univ_succ, diagonal_apply, Complex.ext_iff]; try norm_num)

end

end UltrasoftTimeReversal
```

```lean
#print axioms UltrasoftTimeReversal.kramers_partner
#print axioms UltrasoftTimeReversal.ultrasoft_trInvariant
```

```
'UltrasoftTimeReversal.kramers_partner' depends on axioms: [propext, Classical.choice, Quot.sound]
'UltrasoftTimeReversal.ultrasoft_trInvariant' depends on axioms: [propext, Classical.choice, Quot.sound]
```

## From Lean objects to spinors and operators

A spinor is a function `n ⊕ n → ℂ`, with `Sum.inl` the up and `Sum.inr` the down block; `star φ ⬝ᵥ ψ` is ⟨φ, ψ⟩. `TRInvariant M` says MΘψ = ΘMψ for every ψ. For the Hamiltonian, a magnetic field or the exchange field of a spin magnetisation breaks this condition. In `trInvariant_iff` the blocks `A B C D` are M_uu, M_ud, M_du, M_dd; this `D` is unrelated to the projector coefficients. `kramers_partner` takes a complex ε and concludes the eigenvalue equation for Θψ, S-orthogonality, equal S-norm and linear independence; `S.PosDef` includes Hermiticity.

Entrywise conjugation represents time reversal when the spatial basis functions are real, as on a real-space grid; Bloch bases are not treated: there time reversal sends the wavevector k to −k, so a level at a single k need not be doubly degenerate. `projectors` makes each down projector the conjugate of its up projector, and real b gives the same projector for both spins. `ultrasoft_trInvariant` assumes invariance of T, D, Q and yields invariance only: Hermiticity of H and positivity of S remain separate hypotheses of `kramers_partner`. The result is the one-electron, fixed-matrix case of Kramers degeneracy: at least two independent solutions per eigenvalue, with no statement on even multiplicity or many-electron states. In a finite real-basis spinor calculation with fixed invariant H and S, one member of each pair therefore determines the other.

## How the tactics follow the algebra

`timeRev_timeRev` and `timeRev_smul` split into up and down components; `timeRev_dot` splits the sum likewise. In `partner_orthogonal`, `h1` moves S across the product, `h2` is `timeRev_dot` at Θψ and Sψ, rewritten to −x = x, and `linear_combination` solves it. `eigenvalue_real` inserts Hψ = εSψ into `hH'` and cancels ⟨ψ, Sψ⟩, nonzero by `ha`. `kramers_partner` passes Θ through H and S, proves `hnorm` by the norm chain, and gets s = 0 from the projection `h1`. `trInvariant_iff` tests the lower rows on up and down basis spinors, and expands components for the converse. In `ultrasoft_trInvariant`, `key` multiplies out K + βRβ† for invariant K and R, then is used with (T, D) and (1, Q).

`kramers_partner_witness` verifies every hypothesis for two orbitals: zero diagonal blocks, M_ud = M_du = [[0, i], [−i, 0]], S = diag(4, 1, 4, 1), ψ = (1, 0; 0, −2i). Here Hψ = (2, 0; 0, −i) and Sψ = (4, 0; 0, −2i), so ε = 1/2. Since ⟨ψ, Sψ⟩ = 8, the S-normalised spinor is ψ/(2√2), with partner (0, 2i; −1, 0)/(2√2); these normalised forms are read off the definitions and are not stated as theorems.
